# Unique stationary charge distribution of a finite island with single-charge steps and positive downward rates

An island holds a charge between 0 and `N`, which changes by one unit at a time, with nonnegative upward rates `a n` and strictly positive downward rates `b (n + 1)` for `n < N`. The theorem `isStationary_iff` says that `p` is a stationary probability distribution of the master equation exactly when, for every `n ≤ N`, `p n` is the product of the ratios `a k / b (k + 1)` over `k < n`, divided by the sum of these products over all allowed charges. The attempt first shows that this sum is positive and that the products balance the flows on each link between neighbouring charges. It then derives the formula from balance and normalisation, and for the converse checks that the formula gives nonnegative, normalised and steady probabilities.

This version doesn't compile in Lean 4 with Mathlib:

```lean
import Mathlib

open Filter Topology

namespace CoulombBlockade

noncomputable section

/-- Rate of change of the probability of charge `n` on an island with charges `0, ..., N`:
net flow through the link below `n` minus net flow through the link above `n`.
Here `a n` is the rate of `n → n + 1` and `b n` the rate of `n → n - 1`. -/
def masterRate (N : ℕ) (a b p : ℕ → ℝ) (n : ℕ) : ℝ :=
  (if 0 < n then a (n - 1) * p (n - 1) - b n * p n else 0) -
    (if n < N then a n * p n - b (n + 1) * p (n + 1) else 0)

/-- A stationary charge distribution: nonnegative, normalised, and constant in time under
the master equation. -/
structure IsStationary (N : ℕ) (a b p : ℕ → ℝ) : Prop where
  nonneg : ∀ n ≤ N, 0 ≤ p n
  total : ∑ n ∈ Finset.range (N + 1), p n = 1
  steady : ∀ n ≤ N, masterRate N a b p n = 0

/-- Unnormalised weight of charge `n`, a product of rate ratios, for nonzero downward rates
`b 1, ..., b n`. -/
def chargeWeight (a b : ℕ → ℝ) (n : ℕ) : ℝ := ∏ k ∈ Finset.range n, a k / b (k + 1)

/-- Normalised weight of charge `n`, for nonzero downward rates `b 1, ..., b N` and a nonzero
sum of weights. -/
def chargeProb (N : ℕ) (a b : ℕ → ℝ) (n : ℕ) : ℝ :=
  chargeWeight a b n / ∑ m ∈ Finset.range (N + 1), chargeWeight a b m

variable {N : ℕ} {a b p : ℕ → ℝ}

/-- The master equation is steady exactly when upward and downward flows balance on every
link between neighbouring charges. -/
theorem steady_iff_balance : (∀ n ≤ N, masterRate N a b p n = 0) ↔
    ∀ n < N, a n * p n = b (n + 1) * p (n + 1) := by
  constructor
  · intro h n
    -- no flow enters below charge 0, so the net flow vanishes link by link
    induction n with
    | zero =>
      intro hn
      have h1 := h 0 (Nat.zero_le N)
      rw [masterRate, if_neg (Nat.lt_irrefl 0), if_pos hn] at h1
      linarith
    | succ n ih =>
      intro hn
      have h1 := h (n + 1) hn.le
      rw [masterRate, if_pos (show 0 < n + 1 by omega), if_pos hn, Nat.add_sub_cancel] at h1
      linarith [ih (by omega)]
  · intro h n hn
    have h1 : (if n < N then a n * p n - b (n + 1) * p (n + 1) else 0) = 0 := by
      split_ifs with hlt
      · linarith [h n hlt]
      · rfl
    have h2 : (if 0 < n then a (n - 1) * p (n - 1) - b n * p n else 0) = 0 := by
      split_ifs with hpos
      · have h3 := h (n - 1) (by omega)
        rw [Nat.sub_add_cancel (show 1 ≤ n from hpos)] at h3
        linarith
      · rfl
    rw [masterRate, h1, h2, sub_zero]

/-- The island has exactly one stationary charge distribution, given by the normalised
products of rate ratios. -/
theorem isStationary_iff (ha : ∀ n < N, 0 ≤ a n) (hb : ∀ n < N, 0 < b (n + 1)) :
    IsStationary N a b p ↔ ∀ n ≤ N, p n = chargeProb N a b n := by
  have hw : ∀ n ≤ N, 0 ≤ chargeWeight a b n := by
    intro n hn
    unfold chargeWeight
    refine Finset.prod_nonneg fun k hk => ?_
    have hk' : k < N := lt_of_lt_of_le (Finset.mem_range.1 hk) hn
    exact div_nonneg (ha k hk') (hb k hk').le
  have hZ : 0 < ∑ m ∈ Finset.range (N + 1), chargeWeight a b m := by
    have h0 : chargeWeight a b 0 = 1 := by simp [chargeWeight]
    have h1 : 0 ≤ ∑ m ∈ Finset.range N, chargeWeight a b (m + 1) :=
      Finset.sum_nonneg fun m hm => hw (m + 1) (Finset.mem_range.1 hm)
    rw [Finset.sum_range_succ', h0]
    linarith
  -- the weights satisfy the balance condition
  have hstep : ∀ n < N, a n * chargeWeight a b n = b (n + 1) * chargeWeight a b (n + 1) := by
    intro n hn
    have hne := (hb n hn).ne'
    have hs : chargeWeight a b (n + 1) = chargeWeight a b n * (a n / b (n + 1)) := by
      simp only [chargeWeight, Finset.prod_range_succ]
    have hc : b (n + 1) * (a n / b (n + 1)) = a n := by field_simp
    rw [hs]
    linear_combination (-chargeWeight a b n) * hc
  constructor
  · intro h
    have hbal := steady_iff_balance.1 h.steady
    have hp : ∀ n ≤ N, p n = chargeWeight a b n * p 0 := by
      intro n
      induction n with
      | zero => intro _; simp [chargeWeight]
      | succ n ih =>
        intro hn
        apply mul_left_cancel₀ (hb n hn).ne'
        linear_combination a n * ih (by omega) + p 0 * hstep n hn - hbal n hn
    have ht : (∑ m ∈ Finset.range (N + 1), chargeWeight a b m) * p 0 = 1 := by
      rw [← h.total, Finset.sum_mul]
      exact Finset.sum_congr rfl fun n hn =>
        (hp n (Nat.lt_succ_iff.1 (Finset.mem_range.1 hn))).symm
    intro n hn
    rw [chargeProb, eq_div_iff hZ.ne', hp n hn]
    linear_combination chargeWeight a b n * ht
  · intro h
    refine ⟨fun n hn => ?_, ?_, steady_iff_balance.2 fun n hn => ?_⟩
    · rw [h n hn]
      exact div_nonneg (hw n hn) hZ.le
    · rw [Finset.sum_congr rfl fun n hn =>
        h n (Nat.lt_succ_iff.1 (Finset.mem_range.1 hn))]
      simp only [chargeProb]
      rw [← Finset.sum_div, div_self hZ.ne']
    · rw [h n hn.le, h (n + 1) hn]
      simp only [chargeProb]
      linear_combination (∑ m ∈ Finset.range (N + 1), chargeWeight a b m)⁻¹ * hstep n hn

end

end CoulombBlockade
```

The error:

```
Main.lean:114:6: error: `simp` made no progress
```

Diagnosis. The error is in the converse, where the probabilities are shown to sum to 1. The `rw` with `Finset.sum_congr` succeeds, but Lean has to infer the new summand from `h`, and it finds the function `chargeProb N a b` itself, not `fun n => chargeProb N a b n`. `chargeProb` is defined with `n` as a fourth argument, so `simp only [chargeProb]` unfolds it only where that argument is present. Here it is missing, nothing can be unfolded, and Lean reports that `simp` made no progress.

The repair states the rewritten sum explicitly as `hsum`, with the quotient already written out. `Finset.sum_congr` still proves it from `h`, because `chargeProb N a b n` equals that quotient by definition. The `simp only` step is then unnecessary, and after `rw [hsum]` the goal has the form that `← Finset.sum_div` needs. `div_self` finishes as before, since the sum of weights is nonzero.

As a diff, the version that Lean accepts:

```diff
@@ -110,8 +110,8 @@
     · rw [h n hn]
       exact div_nonneg (hw n hn) hZ.le
-    · rw [Finset.sum_congr rfl fun n hn =>
-        h n (Nat.lt_succ_iff.1 (Finset.mem_range.1 hn))]
-      simp only [chargeProb]
-      rw [← Finset.sum_div, div_self hZ.ne']
+    · have hsum : ∑ n ∈ Finset.range (N + 1), p n = ∑ n ∈ Finset.range (N + 1),
+          chargeWeight a b n / ∑ m ∈ Finset.range (N + 1), chargeWeight a b m :=
+        Finset.sum_congr rfl fun n hn => h n (Nat.lt_succ_iff.1 (Finset.mem_range.1 hn))
+      rw [hsum, ← Finset.sum_div, div_self hZ.ne']
     · rw [h n hn.le, h (n + 1) hn]
       simp only [chargeProb]
```
